# Dimerization threshold and locked total gap of a linearized diatomic chain

Take one pair of electronic levels at \(\pm\sqrt{m^2+D^2}\), with one electron in the lower level. The half-gap \(m>0\) comes from the different on-site energies of two atoms and is fixed. The half-gap \(D\) comes from a lattice distortion, which costs elastic energy \(D^2/(2k)\) with a constant \(k>0\). In terms of the total half-gap \(s=\sqrt{m^2+D^2}\ge m\), the energy is

\[
\frac{D^2}{2k}-\sqrt{m^2+D^2}=\frac{s^2-m^2}{2k}-s=\frac{(s-k)^2}{2k}-\frac{m^2+k^2}{2k}.
\]

The minimum lies at \(s=k\) if \(k\ge m\), and otherwise at the end of the allowed range, \(s=m\), where \(D=0\). So the pair distorts only if \(m<k\), and then the total half-gap is \(k\) whatever the value of \(m\).

A half-filled chain of two alternating atoms poses the same question for a whole band: does it still dimerize when the ionic difference has already opened a gap? In the linearized band treated here, the answer has the same form, with \(k\) replaced by \(W/\sinh(1/g)\), where \(W\) is the band cutoff and \(g\) the coupling to the lattice. The two-level sum serves as a guide; the checked statements concern the band.

In Lean 4 with Mathlib:

```lean
import Mathlib

noncomputable section

namespace DiatomicPeierls
```

## The band and its mean-field energy

Let \(x\ge 0\) be the energy of a state measured from the Fermi level of the gapless chain. The ionic and dimerization terms add in quadrature, so the levels are \(\pm\varepsilon_D(x)\) with

\[
\varepsilon_D(x)=\sqrt{x^2+m^2+D^2}.
\]

```lean
/-- Upper band energy of the linearized chain at band variable `x`, with ionic half-gap `m`
and dimerization half-gap `D`. -/
def bandEnergy (m D x : ℝ) : ℝ := √(x ^ 2 + m ^ 2 + D ^ 2)
```

The lower band is filled. Summing its energies \(-\varepsilon_D(x)\) up to the cutoff and adding the elastic cost gives

\[
F(D)=\frac{D^2}{2g}-\int_0^W\varepsilon_D(x)\,dx .
\]

```lean
/-- Mean-field energy of the distortion `D`: elastic cost plus the total energy of the filled lower
band, whose levels are `-bandEnergy m D x` for `x` from `0` to the cutoff `W`. The coupling `g` is
nonzero. -/
def energy (W g m D : ℝ) : ℝ :=
  D ^ 2 / (2 * g) - ∫ x in (0 : ℝ)..W, bandEnergy m D x
```

Here `energy W g m D` is \(F(D)\), the physical energy divided by a constant density of states. The coupling \(g\) is therefore dimensionless; it combines the electron-lattice coupling, the density of states and the inverse lattice stiffness. \(W\) is the one-sided cutoff, not the full bandwidth.

The step from a microscopic chain to \(F\) is taken as given: a linear dispersion with a sharp cutoff replaces the lattice band, and the electrons are non-interacting, at zero temperature, in a static, uniform distortion.

The scale to be compared with \(m\) is

\[
G=\frac{W}{\sinh(1/g)} .
\]

```lean
/-- The gap scale `W / sinh (1/g)` set by the cutoff `W` and the nonzero coupling `g`. -/
def peierlsGap (W g : ℝ) : ℝ := W / Real.sinh (1 / g)
```

Despite its name, `peierlsGap` is a half-gap. For small \(g\) it approaches the familiar weak-coupling form \(2We^{-1/g}\).

A ground distortion is a global minimizer: \(F(D)\le F(D')\) for every real \(D'\).

```lean
/-- `D` is a ground distortion if no other real distortion has lower energy. -/
def IsGroundDistortion (W g m D : ℝ) : Prop :=
  ∀ D' : ℝ, energy W g m D ≤ energy W g m D'
```

The definition admits \(D=0\) and both signs of \(D\), which stand for the two dimerization patterns.

## Summing the inverse band energy

Since \(m>0\), the quantity under the root is positive, and so is \(\varepsilon_D(x)\), even at \(x=D=0\).

```lean
/-- With a positive ionic half-gap the upper band energy is positive. -/
theorem bandEnergy_pos {m : ℝ} (hm : 0 < m) (D x : ℝ) : 0 < bandEnergy m D x :=
  Real.sqrt_pos.2 (by positivity)
```

It is also continuous in \(x\), so it can be integrated over the band.

```lean
/-- The band energy depends continuously on the band variable. -/
theorem bandEnergy_continuous (m D : ℝ) : Continuous (fun x => bandEnergy m D x) := by
  unfold bandEnergy
  fun_prop
```

The slope of \(F\) will involve the integral of \(1/\varepsilon_D\). Write \(E=\sqrt{m^2+D^2}\). Then

\[
\frac{d}{dx}\operatorname{arsinh}\frac{x}{E}
=\frac{1}{E\sqrt{1+x^2/E^2}}
=\frac{1}{\sqrt{x^2+E^2}}=\frac{1}{\varepsilon_D(x)},
\]

and because \(\operatorname{arsinh}0=0\),

\[
\int_0^W\frac{dx}{\varepsilon_D(x)}=\operatorname{arsinh}\frac{W}{\sqrt{m^2+D^2}} .
\]

```lean
/-- For a positive ionic half-gap, the inverse band energy integrated up to the cutoff is the
inverse hyperbolic sine of the cutoff divided by the total half-gap. -/
theorem integral_inv_bandEnergy {m : ℝ} (hm : 0 < m) (W D : ℝ) :
    ∫ x in (0 : ℝ)..W, 1 / bandEnergy m D x = Real.arsinh (W / √(m ^ 2 + D ^ 2)) := by
  have hE : 0 < √(m ^ 2 + D ^ 2) := Real.sqrt_pos.2 (by positivity)
  have hE2 : √(m ^ 2 + D ^ 2) ^ 2 = m ^ 2 + D ^ 2 := Real.sq_sqrt (by positivity)
  generalize √(m ^ 2 + D ^ 2) = E at hE hE2 ⊢
  -- the antiderivative is `arsinh (x / E)`
  have hd : ∀ x ∈ Set.uIcc (0 : ℝ) W,
      HasDerivAt (fun y => Real.arsinh (y / E)) (1 / bandEnergy m D x) x := by
    intro x _
    have hx : E * (x / E) = x := by field_simp
    have hs : bandEnergy m D x = E * √(1 + (x / E) ^ 2) := by
      have h : x ^ 2 + m ^ 2 + D ^ 2 = E ^ 2 * (1 + (x / E) ^ 2) := by
        rw [mul_add, ← mul_pow, hx]
        linarith
      rw [bandEnergy, h, Real.sqrt_mul (sq_nonneg E), Real.sqrt_sq hE.le]
    have h := (Real.hasDerivAt_arsinh (x / E)).comp x ((hasDerivAt_id x).div_const E)
    refine HasDerivAt.congr_deriv h ?_
    rw [hs, one_div, one_div, mul_inv]
    exact mul_comm _ _
  have hc : Continuous (fun x => 1 / bandEnergy m D x) :=
    continuous_const.div (bandEnergy_continuous m D) (fun x => (bandEnergy_pos hm D x).ne')
  rw [intervalIntegral.integral_eq_sub_of_hasDerivAt hd (hc.intervalIntegrable _ _)]
  simp
```

The step `hd` is the derivative above. Inside it, `hs` factors the band energy as \(E\sqrt{1+(x/E)^2}\), and the chain rule supplies the rest. The fundamental theorem of calculus then evaluates the integral.

## A tangent bound for each level

Choose a reference distortion \(D_0\) with \(D^2\ne D_0^2\), and write \(a=\varepsilon_D(x)\), \(b=\varepsilon_{D_0}(x)\). Then \(a^2-b^2=D^2-D_0^2\), so \(a\neq b\), and

\[
b+\frac{D^2-D_0^2}{2b}-a=\frac{2b^2+a^2-b^2-2ab}{2b}=\frac{(a-b)^2}{2b}>0 .
\]

As a function of \(D^2\), each level energy \(\varepsilon_D(x)\) thus lies strictly below its tangent.

```lean
/-- For a positive ionic half-gap the band energy is strictly concave in the squared
distortion: it lies below its tangent at any `D₀` with a different square. -/
theorem bandEnergy_lt_tangent {m D D₀ : ℝ} (hm : 0 < m) (h : D ^ 2 ≠ D₀ ^ 2) (x : ℝ) :
    bandEnergy m D x <
      bandEnergy m D₀ x + (D ^ 2 - D₀ ^ 2) / 2 * (1 / bandEnergy m D₀ x) := by
  have hb := bandEnergy_pos hm D₀ x
  have ha2 : bandEnergy m D x ^ 2 = x ^ 2 + m ^ 2 + D ^ 2 := Real.sq_sqrt (by positivity)
  have hb2 : bandEnergy m D₀ x ^ 2 = x ^ 2 + m ^ 2 + D₀ ^ 2 := Real.sq_sqrt (by positivity)
  generalize bandEnergy m D x = a at ha2 ⊢
  generalize bandEnergy m D₀ x = b at hb hb2 ⊢
  have hab : a - b ≠ 0 := by
    intro h0
    have h1 : a = b := by linarith
    rw [h1] at ha2
    exact h (by linarith)
  -- the distance to the tangent is a perfect square
  have key : b + (D ^ 2 - D₀ ^ 2) / 2 * (1 / b) - a = (a - b) ^ 2 / (2 * b) := by
    rw [show D ^ 2 - D₀ ^ 2 = a ^ 2 - b ^ 2 by linarith]
    field_simp
    ring
  have hpos : 0 < (a - b) ^ 2 / (2 * b) := by positivity
  linarith
```

The two `generalize` lines replace the square roots by letters about which only the squares, and the sign of \(b\), are known. The identity `key` is the displayed one.

## From one level to the whole band

Integrating the tangent bound over \(0\le x\le W\) and using the arsinh integral gives

\[
\int_0^W\varepsilon_D\,dx<\int_0^W\varepsilon_{D_0}\,dx+\frac{D^2-D_0^2}{2}\operatorname{arsinh}\frac{W}{\sqrt{m^2+D_0^2}} .
\]

The elastic term is linear in \(D^2\):

\[
\frac{D^2}{2g}=\frac{D_0^2}{2g}+\frac{D^2-D_0^2}{2}\cdot\frac1g .
\]

Subtracting the first relation from the second yields

\[
F(D)>F(D_0)+\frac{D^2-D_0^2}{2}\left[\frac1g-\operatorname{arsinh}\frac{W}{\sqrt{m^2+D_0^2}}\right].
\]

```lean
/-- For positive cutoff and ionic half-gap, the energy lies strictly above its tangent, taken in
the squared distortion, at any `D₀` with a different square. -/
theorem energy_gt_tangent {W m D D₀ : ℝ} (g : ℝ) (hW : 0 < W) (hm : 0 < m)
    (h : D ^ 2 ≠ D₀ ^ 2) :
    energy W g m D₀ + (D ^ 2 - D₀ ^ 2) / 2 *
      (1 / g - Real.arsinh (W / √(m ^ 2 + D₀ ^ 2))) < energy W g m D := by
  have hc := bandEnergy_continuous m D₀
  have hc' : Continuous (fun x => (D ^ 2 - D₀ ^ 2) / 2 * (1 / bandEnergy m D₀ x)) :=
    continuous_const.mul
      (continuous_const.div hc (fun x => (bandEnergy_pos hm D₀ x).ne'))
  have hI : ∫ x in (0 : ℝ)..W, bandEnergy m D x < ∫ x in (0 : ℝ)..W,
      (bandEnergy m D₀ x + (D ^ 2 - D₀ ^ 2) / 2 * (1 / bandEnergy m D₀ x)) :=
    intervalIntegral.integral_lt_integral_of_continuousOn_of_le_of_exists_lt hW
      (bandEnergy_continuous m D).continuousOn (hc.add hc').continuousOn
      (fun x _ => (bandEnergy_lt_tangent hm h x).le)
      ⟨0, ⟨le_refl 0, hW.le⟩, bandEnergy_lt_tangent hm h 0⟩
  rw [intervalIntegral.integral_add (hc.intervalIntegrable _ _) (hc'.intervalIntegrable _ _),
    intervalIntegral.integral_const_mul, integral_inv_bandEnergy hm] at hI
  have e : D ^ 2 / (2 * g) = D₀ ^ 2 / (2 * g) + (D ^ 2 - D₀ ^ 2) / 2 * (1 / g) := by ring
  unfold energy
  rw [mul_sub]
  linarith
```

The inequality `hI` is the integrated bound, and `e` is the identity for the elastic term.

### Keeping the inequality strict under the integral

Monotonicity of the integral, which starts from a weak pointwise inequality, gives only \(\le\). That would show \(D_0\) to be a minimizer but would leave room for others with a different total gap. The strict sign comes from the Mathlib lemma `intervalIntegral.integral_lt_integral_of_continuousOn_of_le_of_exists_lt`. It asks for an interval of positive length, two functions continuous on it, the weak inequality throughout, and the strict inequality at one point.

Continuity is what makes one point enough: a strict inequality there persists on a small neighbourhood within the interval, which contributes a positive amount to the difference of the integrals. Two functions that differ only at a single point have equal integrals. The proof supplies \(x=0\) as the point, although the tangent bound is strict everywhere.

## All ground distortions at once

Let \(M=\max(m,G)\) and choose \(D_0\) with \(D_0^2=M^2-m^2\), so that \(\sqrt{m^2+D_0^2}=M\). There are two cases.

- If \(m\le G\), then \(M=G\) and \(W/M=\sinh(1/g)\). The bracket in the bound on \(F\) vanishes.
- If \(G\le m\), then \(M=m\) and \(D_0=0\). Now \(W/m\le\sinh(1/g)\), so \(\operatorname{arsinh}(W/m)\le 1/g\). The bracket is nonnegative, and so is its prefactor \(D'^2/2\) for any competing distortion \(D'\).

In both cases \(F(D')>F(D_0)\) whenever \(D'^2\ne D_0^2\). Since \(F\) depends on the distortion only through its square, the minimizers are exactly the \(D\) with \(D^2=D_0^2\):

\[
D\text{ is a ground distortion}\iff m^2+D^2=\max(m,G)^2 .
\]

```lean
/-- For positive cutoff, coupling and ionic half-gap, the ground distortions are exactly those
whose total half-gap is the larger of the ionic half-gap and `W / sinh (1/g)`. -/
theorem isGroundDistortion_iff {W g m : ℝ} (hW : 0 < W) (hg : 0 < g) (hm : 0 < m) (D : ℝ) :
    IsGroundDistortion W g m D ↔ m ^ 2 + D ^ 2 = (max m (peierlsGap W g)) ^ 2 := by
  have hS : 0 < Real.sinh (1 / g) := Real.sinh_pos_iff.2 (by positivity)
  obtain ⟨M, hM⟩ : ∃ M, M = max m (peierlsGap W g) := ⟨_, rfl⟩
  rw [← hM]
  have hmM : m ≤ M := hM ▸ le_max_left _ _
  have hMp : 0 < M := lt_of_lt_of_le hm hmM
  obtain ⟨D₀, h0⟩ : ∃ D₀ : ℝ, D₀ ^ 2 = M ^ 2 - m ^ 2 :=
    ⟨√(M ^ 2 - m ^ 2), Real.sq_sqrt (by nlinarith)⟩
  have hs : √(m ^ 2 + D₀ ^ 2) = M := by
    rw [h0, show m ^ 2 + (M ^ 2 - m ^ 2) = M ^ 2 by ring, Real.sqrt_sq hMp.le]
  -- the tangent at `D₀` never descends
  have hslope : ∀ D' : ℝ,
      0 ≤ (D' ^ 2 - D₀ ^ 2) / 2 * (1 / g - Real.arsinh (W / M)) := by
    intro D'
    rcases le_total m (peierlsGap W g) with h | h
    · have hMe : M = peierlsGap W g := hM.trans (max_eq_right h)
      have hq : W / M = Real.sinh (1 / g) := by
        rw [hMe, peierlsGap]
        generalize Real.sinh (1 / g) = s at hS ⊢
        field_simp
      rw [hq, Real.arsinh_sinh, sub_self, mul_zero]
    · have hMe : M = m := hM.trans (max_eq_left h)
      have hq : W / M ≤ Real.sinh (1 / g) := by
        unfold peierlsGap at h
        rw [hMe, div_le_iff₀ hm]
        linarith [(div_le_iff₀ hS).1 h]
      have ha := Real.arsinh_le_arsinh.2 hq
      rw [Real.arsinh_sinh] at ha
      rw [hMe] at h0
      exact mul_nonneg (by linarith [sq_nonneg D']) (by linarith)
  have hlt : ∀ D' : ℝ, D' ^ 2 ≠ D₀ ^ 2 → energy W g m D₀ < energy W g m D' := by
    intro D' h
    have h1 := energy_gt_tangent g hW hm h
    rw [hs] at h1
    linarith [hslope D']
  have heq : ∀ D' : ℝ, D' ^ 2 = D₀ ^ 2 → energy W g m D' = energy W g m D₀ := by
    intro D' h
    simp only [energy, bandEnergy, h]
  constructor
  · intro hD
    by_contra hne
    exact not_lt_of_ge (hD D₀) (hlt D (fun h => hne (by linarith)))
  · intro hD D'
    rw [heq D (by linarith)]
    by_cases h : D' ^ 2 = D₀ ^ 2
    · exact (heq D' h).ge
    · exact (hlt D' h).le
```

The two cases form `hslope`. The strict comparison is `hlt`, and the dependence on the square alone is `heq`. For the forward direction, a minimizer with the wrong total gap would lose to \(D_0\); for the reverse direction, \(D\) has the same energy as \(D_0\), which no competitor beats.

The hypotheses are \(W>0\), \(g>0\) and \(m>0\), so the uniform chain with \(m=0\) is excluded.

## The threshold and the locked gap

Suppose a nonzero ground distortion \(D\) exists. If \(G\le m\), the characterization would give \(m^2+D^2=m^2\), hence \(D=0\), a contradiction; so \(m<G\). Conversely, if \(m<G\), then \(D=\sqrt{G^2-m^2}\) is nonzero and satisfies the characterization. Every nonzero ground distortion obeys

\[
D^2+m^2=\frac{W^2}{\sinh^2(1/g)} .
\]

```lean
/-- For positive cutoff, coupling and ionic half-gap, a nonzero ground distortion exists exactly
when `m < W / sinh (1/g)`, and each one satisfies `D² + m² = W² / sinh² (1/g)`. -/
theorem peierls_transition {W g m : ℝ} (hW : 0 < W) (hg : 0 < g) (hm : 0 < m) :
    ((∃ D, D ≠ 0 ∧ IsGroundDistortion W g m D) ↔ m < W / Real.sinh (1 / g)) ∧
    ∀ D, D ≠ 0 → IsGroundDistortion W g m D →
      D ^ 2 + m ^ 2 = W ^ 2 / Real.sinh (1 / g) ^ 2 := by
  have hlt : ∀ D, D ≠ 0 → IsGroundDistortion W g m D → m < peierlsGap W g := by
    intro D hD hG
    by_contra hn
    have h := (isGroundDistortion_iff hW hg hm D).1 hG
    rw [max_eq_left (not_lt.1 hn)] at h
    exact hD (pow_eq_zero_iff two_ne_zero |>.1 (by linarith))
  refine ⟨⟨fun ⟨D, hD, hG⟩ => hlt D hD hG, fun h => ?_⟩, fun D hD hG => ?_⟩
  · change m < peierlsGap W g at h
    have hp : 0 < peierlsGap W g ^ 2 - m ^ 2 := by nlinarith
    refine ⟨√(peierlsGap W g ^ 2 - m ^ 2), (Real.sqrt_pos.2 hp).ne', ?_⟩
    rw [isGroundDistortion_iff hW hg hm, max_eq_right h.le, Real.sq_sqrt hp.le]
    ring
  · have h := (isGroundDistortion_iff hW hg hm D).1 hG
    rw [max_eq_right (hlt D hD hG).le, peierlsGap, div_pow] at h
    linarith
```

The first part of `peierls_transition` is the equivalence between existence and \(m<W/\sinh(1/g)\); the second part applies to each nonzero ground distortion, of either sign. At equality, \(m=G\), the only ground distortion is \(D=0\).

In the distorted phase of this non-interacting model, the full band gap \(2\sqrt{m^2+D^2}\) equals \(2G\) and carries no information on how it divides between ionicity and dimerization. The result also gives a closed-form reference for structural relaxation with one distortion parameter: \(D=0\) is always stationary because \(F\) is even and, for \(m>0\), differentiable, so a gradient-based search started exactly there stays put even when \(m<G\).

## The threshold as a critical coupling

For a given chain with fixed \(W\) and \(m\), the condition can be solved for \(g\). Since \(\sinh\) is strictly increasing and all quantities are positive,

\[
m<\frac{W}{\sinh(1/g)}\iff\sinh\frac1g<\frac Wm\iff\frac1g<\operatorname{arsinh}\frac Wm\iff g>\frac{1}{\operatorname{arsinh}(W/m)} .
\]

```lean
/-- For positive cutoff, coupling and ionic half-gap, a nonzero ground distortion exists exactly
when the coupling exceeds the critical value `1 / arsinh (W/m)`. -/
theorem critical_coupling {W g m : ℝ} (hW : 0 < W) (hg : 0 < g) (hm : 0 < m) :
    (∃ D, D ≠ 0 ∧ IsGroundDistortion W g m D) ↔ 1 / Real.arsinh (W / m) < g := by
  have hS : 0 < Real.sinh (1 / g) := Real.sinh_pos_iff.2 (by positivity)
  have hA : 0 < Real.arsinh (W / m) := Real.arsinh_pos_iff.2 (by positivity)
  have h : 1 / g < Real.arsinh (W / m) ↔ Real.sinh (1 / g) < W / m := by
    rw [← Real.sinh_lt_sinh, Real.sinh_arsinh]
  rw [(peierls_transition hW hg hm).1, one_div_lt hA hg, h, lt_div_iff₀ hS,
    lt_div_iff₀ hm, mul_comm]

end DiatomicPeierls
```

The middle equivalence is `h`, obtained by applying \(\sinh\) to both sides; the other two are rearrangements of positive fractions. A larger ionic half-gap \(m\) at fixed \(W\) thus requires a stronger coupling before the chain dimerizes.

```lean
#print axioms DiatomicPeierls.isGroundDistortion_iff
-- 'DiatomicPeierls.isGroundDistortion_iff' depends on axioms: [propext, Classical.choice, Quot.sound]
#print axioms DiatomicPeierls.critical_coupling
-- 'DiatomicPeierls.critical_coupling' depends on axioms: [propext, Classical.choice, Quot.sound]
```
